# Every real symmetric second-rank tensor has an orthogonal step whose repetition averages it to its isotropic part

In the plane, swapping the two principal axes of a symmetric tensor turns $\mathrm{diag}(a,b)$ into $\mathrm{diag}(b,a)$, and the mean of the two is $\tfrac{a+b}{2}$ times the identity. In $n$ dimensions the mean of $n$ orientations, counting the starting one, is isotropic in the same way if each step from one to the next moves the principal axes one place around a ring, as this Lean file proves.

```lean
import Mathlib

open Matrix

namespace SingleStepIsotropization

/-- The average of the tensor `T` over `m` repetitions `W^0, ..., W^(m-1)` of one step `W`. -/
noncomputable def stepAverage {n : ℕ} (m : ℕ) (W T : Matrix (Fin n) (Fin n) ℝ) :
    Matrix (Fin n) (Fin n) ℝ :=
  (m : ℝ)⁻¹ • ∑ k ∈ Finset.range m, W ^ k * T * (W ^ k)ᵀ

/-- Moving an axis label `k` places around the ring of `n` labels. -/
def hop {n : ℕ} (k : ℕ) (i : Fin n) : Fin n :=
  ⟨(i.val + k) % n, Nat.mod_lt _ i.pos⟩

/-- The permutation matrix that moves every axis `k` places around the ring. -/
def hopMatrix (n k : ℕ) : Matrix (Fin n) (Fin n) ℝ :=
  Matrix.of fun i j => if hop k i = j then 1 else 0

/-- Repeating the one-place hop `k` times is the `k`-place hop. -/
theorem hopMatrix_pow (n k : ℕ) : hopMatrix n 1 ^ k = hopMatrix n k := by
  induction k with
  | zero =>
    ext i j
    have e : hop 0 i = i := Fin.ext (by simp [hop, Nat.mod_eq_of_lt i.2])
    simp [hopMatrix, e, Matrix.one_apply]
  | succ k ih =>
    rw [pow_succ, ih]
    ext i j
    have e : hop 1 (hop k i) = hop (k + 1) i := Fin.ext (by simp [hop, Nat.add_assoc])
    simp only [hopMatrix, Matrix.of_apply, Matrix.mul_apply, ite_mul, one_mul, zero_mul,
      Finset.sum_ite_eq, Finset.mem_univ, if_true, e]

/-- A hop carries a diagonal tensor to the diagonal tensor with cyclically moved entries. -/
theorem hopMatrix_conj {n : ℕ} (k : ℕ) (d : Fin n → ℝ) :
    hopMatrix n k * diagonal d * (hopMatrix n k)ᵀ = diagonal (fun i => d (hop k i)) := by
  have inj : ∀ a b : Fin n, hop k a = hop k b → a = b := by
    intro a b h
    have h' : (a.val + k) % n = (b.val + k) % n := congrArg Fin.val h
    have h'' : a.val ≡ b.val [MOD n] := Nat.ModEq.add_right_cancel' k h'
    exact Fin.ext (Nat.ModEq.eq_of_lt_of_lt h'' a.2 b.2)
  ext i j
  rw [Matrix.mul_apply]
  simp only [Matrix.mul_diagonal, Matrix.transpose_apply, hopMatrix, Matrix.of_apply, ite_mul,
    one_mul, zero_mul, Finset.sum_ite_eq, Finset.mem_univ, if_true]
  by_cases h : i = j
  · subst h
    simp
  · have h' : hop k j ≠ hop k i := fun e => h (inj _ _ e).symm
    simp [h, h']

/-- Averaging a diagonal tensor over `n` one-place hops gives its mean entry times the identity. -/
theorem stepAverage_diagonal {n : ℕ} (d : Fin n → ℝ) :
    stepAverage n (hopMatrix n 1) (diagonal d) = ((∑ i, d i) / n) • 1 := by
  -- each axis visits every label exactly once
  have hsum : ∀ i : Fin n, ∑ k ∈ Finset.range n, d (hop k i) = ∑ j, d j := by
    intro i
    rw [Finset.sum_range (fun k => d (hop k i))]
    have inj : Function.Injective (fun k : Fin n => hop k.val i) := by
      intro a b h
      have h' : (i.val + a.val) % n = (i.val + b.val) % n := congrArg Fin.val h
      have h'' : a.val ≡ b.val [MOD n] := Nat.ModEq.add_left_cancel' i.val h'
      exact Fin.ext (Nat.ModEq.eq_of_lt_of_lt h'' a.2 b.2)
    exact (Finite.injective_iff_bijective.mp inj).sum_comp d
  have key : ∑ k ∈ Finset.range n, hopMatrix n 1 ^ k * diagonal d * (hopMatrix n 1 ^ k)ᵀ
      = (∑ i, d i) • (1 : Matrix (Fin n) (Fin n) ℝ) := by
    ext i j
    simp only [hopMatrix_pow, hopMatrix_conj, Matrix.sum_apply]
    by_cases h : i = j
    · subst h
      simp [hsum]
    · simp [h]
  rw [stepAverage, key, smul_smul, div_eq_inv_mul]

/-- A real symmetric tensor is diagonal in some orthogonal frame `Q`. -/
theorem principal_axes {n : ℕ} (T : Matrix (Fin n) (Fin n) ℝ) (hT : T.IsSymm) :
    ∃ (Q : Matrix (Fin n) (Fin n) ℝ) (d : Fin n → ℝ),
      Q * Qᵀ = 1 ∧ T = Q * diagonal d * Qᵀ := by
  have hH : T.IsHermitian := by
    rw [Matrix.IsHermitian, Matrix.conjTranspose_eq_transpose_of_trivial]
    exact hT
  refine ⟨(hH.eigenvectorUnitary : Matrix (Fin n) (Fin n) ℝ), hH.eigenvalues, ?_, ?_⟩
  · simpa only [Matrix.star_eq_conjTranspose, Matrix.conjTranspose_eq_transpose_of_trivial]
      using Matrix.mem_unitaryGroup_iff.mp hH.eigenvectorUnitary.2
  · have e : (RCLike.ofReal ∘ hH.eigenvalues : Fin n → ℝ) = hH.eigenvalues := by
      ext i
      simp
    have h := hH.spectral_theorem
    simpa only [Unitary.conjStarAlgAut_apply, e, Unitary.coe_star, Matrix.star_eq_conjTranspose,
      Matrix.conjTranspose_eq_transpose_of_trivial] using h

/-- Powers of a step seen from another orthogonal frame `Q` are the powers seen from `Q`. -/
theorem frame_pow {n : ℕ} {Q : Matrix (Fin n) (Fin n) ℝ} (hQ : Q * Qᵀ = 1)
    (S : Matrix (Fin n) (Fin n) ℝ) (k : ℕ) : (Q * S * Qᵀ) ^ k = Q * S ^ k * Qᵀ := by
  have hQ' : Qᵀ * Q = 1 := mul_eq_one_comm.mp hQ
  induction k with
  | zero => rw [pow_zero, pow_zero, Matrix.mul_one, hQ]
  | succ k ih =>
    rw [pow_succ, ih, pow_succ]
    calc Q * S ^ k * Qᵀ * (Q * S * Qᵀ) = Q * S ^ k * (Qᵀ * Q) * S * Qᵀ := by
          simp only [Matrix.mul_assoc]
      _ = Q * (S ^ k * S) * Qᵀ := by
          rw [hQ', Matrix.mul_one]
          simp only [Matrix.mul_assoc]

/-- The step average is covariant: changing the frame of step and tensor changes the frame of
the average. -/
theorem stepAverage_frame {n : ℕ} {Q : Matrix (Fin n) (Fin n) ℝ} (hQ : Q * Qᵀ = 1) (m : ℕ)
    (S T : Matrix (Fin n) (Fin n) ℝ) :
    stepAverage m (Q * S * Qᵀ) (Q * T * Qᵀ) = Q * stepAverage m S T * Qᵀ := by
  have hQ' : Qᵀ * Q = 1 := mul_eq_one_comm.mp hQ
  unfold stepAverage
  rw [Matrix.mul_smul, Matrix.smul_mul, Matrix.mul_sum, Matrix.sum_mul]
  congr 1
  refine Finset.sum_congr rfl fun k _ => ?_
  have ht : (Q * S ^ k * Qᵀ)ᵀ = Q * (S ^ k)ᵀ * Qᵀ := by
    simp only [Matrix.transpose_mul, Matrix.transpose_transpose, Matrix.mul_assoc]
  rw [frame_pow hQ, ht]
  calc Q * S ^ k * Qᵀ * (Q * T * Qᵀ) * (Q * (S ^ k)ᵀ * Qᵀ)
      = Q * S ^ k * (Qᵀ * Q) * T * (Qᵀ * Q) * (S ^ k)ᵀ * Qᵀ := by
        simp only [Matrix.mul_assoc]
    _ = Q * (S ^ k * T * (S ^ k)ᵀ) * Qᵀ := by
        rw [hQ', Matrix.mul_one, Matrix.mul_one]
        simp only [Matrix.mul_assoc]

/-- For every real symmetric `n` by `n` tensor `T` there is an orthogonal step `W` with `W^n = 1`
whose `n`-step average of `T` is the isotropic tensor `(tr T / n) 1`. -/
theorem exists_isotropizing_step {n : ℕ} (T : Matrix (Fin n) (Fin n) ℝ) (hT : T.IsSymm) :
    ∃ W : Matrix (Fin n) (Fin n) ℝ,
      W * Wᵀ = 1 ∧ W ^ n = 1 ∧ stepAverage n W T = (T.trace / n) • 1 := by
  obtain ⟨Q, d, hQ, hTd⟩ := principal_axes T hT
  have hQ' : Qᵀ * Q = 1 := mul_eq_one_comm.mp hQ
  have hS : hopMatrix n 1 * (hopMatrix n 1)ᵀ = 1 := by
    simpa using hopMatrix_conj (n := n) 1 (fun _ => 1)
  have hfull : hopMatrix n n = 1 := by
    ext i j
    have e : hop n i = i := Fin.ext (by simp [hop, Nat.mod_eq_of_lt i.2])
    simp [hopMatrix, e, Matrix.one_apply]
  have htr : T.trace = ∑ i, d i := by
    rw [hTd, Matrix.trace_mul_comm, ← Matrix.mul_assoc, hQ', Matrix.one_mul,
      Matrix.trace_diagonal]
  -- the step permutes the principal axes of `T` cyclically
  refine ⟨Q * hopMatrix n 1 * Qᵀ, ?_, ?_, ?_⟩
  · calc Q * hopMatrix n 1 * Qᵀ * (Q * hopMatrix n 1 * Qᵀ)ᵀ
        = Q * hopMatrix n 1 * (Qᵀ * Q) * (hopMatrix n 1)ᵀ * Qᵀ := by
          simp only [Matrix.transpose_mul, Matrix.transpose_transpose, Matrix.mul_assoc]
      _ = 1 := by
          rw [hQ', Matrix.mul_one, Matrix.mul_assoc Q (hopMatrix n 1), hS, Matrix.mul_one, hQ]
  · rw [frame_pow hQ, hopMatrix_pow, hfull, Matrix.mul_one, hQ]
  · rw [htr, hTd, stepAverage_frame hQ, stepAverage_diagonal, Matrix.mul_smul, Matrix.smul_mul,
      Matrix.mul_one, hQ]

/-- In odd dimension the isotropizing step can be taken to be a proper rotation. -/
theorem exists_isotropizing_rotation {n : ℕ} (hn : Odd n) (T : Matrix (Fin n) (Fin n) ℝ)
    (hT : T.IsSymm) :
    ∃ W : Matrix (Fin n) (Fin n) ℝ,
      W * Wᵀ = 1 ∧ W.det = 1 ∧ W ^ n = 1 ∧ stepAverage n W T = (T.trace / n) • 1 := by
  obtain ⟨W, hW, hp, ha⟩ := exists_isotropizing_step T hT
  refine ⟨W, hW, ?_, hp, ha⟩
  have hd := congrArg Matrix.det hW
  rw [Matrix.det_mul, Matrix.det_transpose, Matrix.det_one] at hd
  have hdn := congrArg Matrix.det hp
  rw [Matrix.det_pow, Matrix.det_one] at hdn
  rcases mul_self_eq_one_iff.mp hd with h | h
  · exact h
  · rw [h, hn.neg_one_pow] at hdn
    norm_num at hdn

/-- For `v ≠ 0`, no weighted sum over fewer than `n` transformed copies of `v vᵀ` equals the
isotropic tensor of the same trace. -/
theorem fewer_steps_fail {n m : ℕ} (hm : m < n) (v : Fin n → ℝ) (hv : v ≠ 0)
    (w : Fin m → ℝ) (R : Fin m → Matrix (Fin n) (Fin n) ℝ) :
    ∑ k, w k • (R k * vecMulVec v v * (R k)ᵀ) ≠ ((vecMulVec v v).trace / n) • 1 := by
  intro h
  -- a direction `x` orthogonal to all transformed axes
  have hker := LinearMap.ker_ne_bot_of_finrank_lt
    (f := (Matrix.of fun k : Fin m => R k *ᵥ v).mulVecLin) (by simpa using hm)
  obtain ⟨x, hx, hx0⟩ := Submodule.exists_mem_ne_zero_of_ne_bot hker
  have key : ∀ (c : ℝ) (u : Fin n → ℝ), u ⬝ᵥ x = 0 → (c • vecMulVec u u) *ᵥ x = 0 := by
    intro c u hu
    ext i
    have e : ((c • vecMulVec u u) *ᵥ x) i = c * u i * (u ⬝ᵥ x) := by
      simp only [Matrix.mulVec, dotProduct, Matrix.smul_apply, vecMulVec_apply, smul_eq_mul,
        Finset.mul_sum]
      exact Finset.sum_congr rfl fun j _ => by ring
    rw [e, hu, mul_zero, Pi.zero_apply]
  have hzero : (∑ k, w k • (R k * vecMulVec v v * (R k)ᵀ)) *ᵥ x = 0 := by
    refine Finset.sum_induction _ (fun M : Matrix (Fin n) (Fin n) ℝ => M *ᵥ x = 0) ?_ ?_ ?_
    · intro A B hA hB
      rw [Matrix.add_mulVec, hA, hB, add_zero]
    · exact Matrix.zero_mulVec x
    · intro k _
      have hk : (R k *ᵥ v) ⬝ᵥ x = 0 := congrFun (LinearMap.mem_ker.mp hx) k
      rw [Matrix.mul_vecMulVec, Matrix.vecMulVec_mul, Matrix.vecMul_transpose]
      exact key _ _ hk
  rw [h, Matrix.smul_mulVec, Matrix.one_mulVec, Matrix.trace_vecMulVec] at hzero
  rcases smul_eq_zero.mp hzero with hc | hc
  · rcases div_eq_zero_iff.mp hc with h1 | h1
    · exact hv (dotProduct_self_eq_zero.mp h1)
    · have h2 : n = 0 := Nat.cast_eq_zero.mp h1
      omega
  · exact hx0 hc

/-- In odd dimension above one, every orthogonal step `W` leaves some anisotropic symmetric
tensor unchanged under averaging over any positive number of repetitions. -/
theorem no_universal_step {n : ℕ} (hn : Odd n) (h1 : 1 < n) (W : Matrix (Fin n) (Fin n) ℝ)
    (hW : W * Wᵀ = 1) :
    ∃ T : Matrix (Fin n) (Fin n) ℝ, T.IsSymm ∧ T ≠ (T.trace / n) • 1 ∧
      ∀ m : ℕ, 0 < m → stepAverage m W T = T := by
  -- the step has an axis, kept or reversed
  obtain ⟨v, hv, ε, hε, hWv⟩ : ∃ v : Fin n → ℝ, v ≠ 0 ∧ ∃ ε : ℝ, ε * ε = 1 ∧ W *ᵥ v = ε • v := by
    have hd := congrArg Matrix.det hW
    rw [Matrix.det_mul, Matrix.det_transpose, Matrix.det_one] at hd
    rcases mul_self_eq_one_iff.mp hd with h | h
    · have e : W - 1 = W * (1 - W)ᵀ := by
        rw [Matrix.transpose_sub, Matrix.transpose_one, mul_sub, mul_one, hW]
      have e1 : (W - 1).det = (1 - W).det := by
        rw [e, Matrix.det_mul, Matrix.det_transpose, h, one_mul]
      have e2 : (1 - W).det = -(W - 1).det := by
        rw [← neg_sub W 1, Matrix.det_neg, Fintype.card_fin, hn.neg_one_pow, neg_one_mul]
      have hz : (W - 1).det = 0 := by linarith
      obtain ⟨v, hv, h0⟩ := Matrix.exists_mulVec_eq_zero_iff.mpr hz
      rw [Matrix.sub_mulVec, Matrix.one_mulVec] at h0
      exact ⟨v, hv, 1, by norm_num, by rw [one_smul]; exact sub_eq_zero.mp h0⟩
    · have e : W + 1 = W * (W + 1)ᵀ := by
        rw [Matrix.transpose_add, Matrix.transpose_one, mul_add, hW, mul_one, add_comm]
      have e1 := congrArg Matrix.det e
      rw [Matrix.det_mul, Matrix.det_transpose, h] at e1
      have hz : (W + 1).det = 0 := by linarith
      obtain ⟨v, hv, h0⟩ := Matrix.exists_mulVec_eq_zero_iff.mpr hz
      rw [Matrix.add_mulVec, Matrix.one_mulVec] at h0
      exact ⟨v, hv, -1, by norm_num, by rw [neg_one_smul]; exact eq_neg_of_add_eq_zero_left h0⟩
  have hP : W * vecMulVec v v * Wᵀ = vecMulVec v v := by
    rw [Matrix.mul_vecMulVec, Matrix.vecMulVec_mul, Matrix.vecMul_transpose, hWv]
    ext i j
    simp only [vecMulVec_apply, Pi.smul_apply, smul_eq_mul]
    linear_combination (v i * v j) * hε
  have hk : ∀ k : ℕ, W ^ k * vecMulVec v v * (W ^ k)ᵀ = vecMulVec v v := by
    intro k
    induction k with
    | zero => rw [pow_zero, Matrix.transpose_one, Matrix.one_mul, Matrix.mul_one]
    | succ k ih =>
      rw [pow_succ, Matrix.transpose_mul]
      calc W ^ k * W * vecMulVec v v * (Wᵀ * (W ^ k)ᵀ)
          = W ^ k * (W * vecMulVec v v * Wᵀ) * (W ^ k)ᵀ := by simp only [Matrix.mul_assoc]
        _ = vecMulVec v v := by rw [hP, ih]
  refine ⟨vecMulVec v v, ?_, ?_, ?_⟩
  · ext i j
    simp only [Matrix.transpose_apply, vecMulVec_apply]
    ring
  · intro h
    exact fewer_steps_fail h1 v hv (fun _ => 1) (fun _ => 1) (by simpa using h)
  · intro m hm
    have hm' : (m : ℝ) ≠ 0 := Nat.cast_ne_zero.mpr hm.ne'
    rw [stepAverage, Finset.sum_congr rfl (fun k _ => hk k), Finset.sum_const,
      Finset.card_range, ← Nat.cast_smul_eq_nsmul ℝ, smul_smul, inv_mul_cancel₀ hm', one_smul]

end SingleStepIsotropization
```

```lean
#print axioms SingleStepIsotropization.exists_isotropizing_step
#print axioms SingleStepIsotropization.exists_isotropizing_rotation
#print axioms SingleStepIsotropization.no_universal_step
```

```
'SingleStepIsotropization.exists_isotropizing_step' depends on axioms: [propext, Classical.choice, Quot.sound]
'SingleStepIsotropization.exists_isotropizing_rotation' depends on axioms: [propext, Classical.choice, Quot.sound]
'SingleStepIsotropization.no_universal_step' depends on axioms: [propext, Classical.choice, Quot.sound]
```

## Tensors, steps and averages

A tensor is a real matrix $T$ of type `Matrix (Fin n) (Fin n) ℝ`, with axes labelled $0,\dots,n-1$, and `T.IsSymm` says $T^{\mathsf T}=T$. For $n=3$ it could be the symmetric part of a chemical shielding tensor. A step is a matrix $W$ with $WW^{\mathsf T}=1$, so reflections are allowed, and it acts on tensors by $T\mapsto WTW^{\mathsf T}$. The average over $m$ repetitions, counting the starting orientation, is `stepAverage m W T`:

$$A_m(W,T)=\frac1m\sum_{k=0}^{m-1}W^k\,T\,(W^k)^{\mathsf T}.$$

The main theorem, `exists_isotropizing_step`, says that for each symmetric $T$ there is an orthogonal $W$ with $W^n=1$ and $A_n(W,T)=(\mathrm{tr}\,T/n)\,1$. The step is chosen after the tensor.

In magnetic resonance, this gives a finite set of orientations that reproduces the isotropic value of one static second-rank tensor with known principal axes. The orientations have equal weights, and spin dynamics during the steps is not modelled.

## Moving the principal axes around a ring

Let $S$ be `hopMatrix n 1`, with $S_{ij}=1$ when $j\equiv i+1 \pmod n$ and $0$ otherwise. Each further factor of $S$ advances the label by one, so $(S^k)_{ij}=1$ exactly when $j\equiv i+k$. This is `hopMatrix_pow`, proved by induction on $k$.

For a diagonal tensor $D=\mathrm{diag}(d_0,\dots,d_{n-1})$,

$$\bigl(S^kD(S^k)^{\mathsf T}\bigr)_{ij}=\sum_l (S^k)_{il}\,d_l\,(S^k)_{jl}=\delta_{ij}\,d_{i+k},$$

with labels taken modulo $n$. The off-diagonal entries vanish because $i+k\equiv j+k$ forces $i=j$, which is the injectivity step in `hopMatrix_conj`.

Now fix $i$ and let $k$ run from $0$ to $n-1$. The label $i+k$ takes each value once, so every diagonal entry of the sum is $\sum_j d_j$ and $A_n(S,D)=\bigl(\tfrac1n\sum_j d_j\bigr)1$. In `stepAverage_diagonal`, the map $k\mapsto i+k$ is shown to be injective on a finite set, hence bijective, and the sum is reindexed.

For general $T$, the spectral theorem, used in `principal_axes`, gives $T=QDQ^{\mathsf T}$ with $QQ^{\mathsf T}=1$. Set $W=QSQ^{\mathsf T}$. Since $Q^{\mathsf T}Q=1$, the inner factors cancel and $W^k=QS^kQ^{\mathsf T}$ (`frame_pow`). The same cancellation in each term of the average (`stepAverage_frame`) gives

$$A_n(W,T)=Q\,A_n(S,D)\,Q^{\mathsf T}=\Bigl(\tfrac1n\sum_j d_j\Bigr)QQ^{\mathsf T}=\frac{\mathrm{tr}\,T}{n}\,1,$$

because $\mathrm{tr}\,T=\mathrm{tr}(DQ^{\mathsf T}Q)=\sum_j d_j$. Also $WW^{\mathsf T}=QSS^{\mathsf T}Q^{\mathsf T}=1$ and $W^n=QS^nQ^{\mathsf T}=1$.

## Proper rotations in odd dimension

Taking determinants of $WW^{\mathsf T}=1$ gives $\det W=\pm1$, and $W^n=1$ gives $(\det W)^n=1$. For odd $n$ the value $-1$ is excluded, so $W$ is a proper rotation (`exists_isotropizing_rotation`). In three dimensions the constructed step is a turn by $120^\circ$ about an axis that makes equal angles with the three principal axes.

## Fewer than n copies of $vv^{\mathsf T}$ are not enough

Take $T=vv^{\mathsf T}$ with $v\neq0$, written `vecMulVec v v`, and any $m<n$ matrices $R_k$ with real weights $w_k$. With $u_k=R_kv$, each transformed copy is $u_ku_k^{\mathsf T}$. Fewer than $n$ vectors leave some $x\neq0$ with $u_k\cdot x=0$ for all $k$; Lean finds it in the kernel of a linear map from $\mathbb R^n$ to $\mathbb R^m$. Then

$$\sum_k w_k\,u_k(u_k\cdot x)=0,\qquad\text{whereas}\qquad \frac{v\cdot v}{n}\,x\neq0.$$

The weighted sum therefore cannot be the isotropic tensor with the trace of $T$. This is `fewer_steps_fail`, which requires neither orthogonal $R_k$ nor positive weights. It concerns only tensors of the form $vv^{\mathsf T}$ with $v\neq0$. Other tensors can need fewer copies: for $n>1$, an already isotropic tensor needs just one.

## No universal step in odd dimension above one

For odd $n>1$, `no_universal_step` shows that no single $W$ serves all symmetric tensors. If $\det W=1$, then $W-1=W(1-W)^{\mathsf T}$ gives $\det(W-1)=\det(1-W)=-\det(W-1)$, so the determinant is zero. If $\det W=-1$, then $W+1=W(W+1)^{\mathsf T}$ gives $\det(W+1)=-\det(W+1)$, again zero. Either way some $v\neq0$ satisfies $Wv=\pm v$.

The signs cancel in $W\,vv^{\mathsf T}W^{\mathsf T}=vv^{\mathsf T}$, so every repetition, and hence every average, returns $vv^{\mathsf T}$. This tensor is anisotropic by `fewer_steps_fail` with a single copy. For even $n>2$, which the Lean theorem does not cover, the projector onto a plane that $W$ maps to itself is likewise anisotropic and unchanged. There is no conflict with magic-angle spinning, which brings the average of the component along the field to the isotropic value but does not in general make the whole averaged tensor isotropic.

## The step in NumPy

With `numpy` imported as `np` and a symmetric $n\times n$ array `T`, the construction reads:

```python
d, Q = np.linalg.eigh(T)
S = np.roll(np.eye(n), 1, axis=1)
W = Q @ S @ Q.T
P, A = np.eye(n), np.zeros((n, n))
for _ in range(n):
    A += P @ T @ P.T / n
    P = W @ P
```

Up to rounding, `A` ends as $(\mathrm{tr}\,T/n)\,1$ and `P` returns to the identity. The trace alone already gives the isotropic value; the loop is useful for checking a routine that rotates and averages tensors, because the exact answer is known.
